# The angular average $3\langle(n\cdot k)^2(n\cdot q)\,n\rangle=(|k|^2q+2(k\cdot q)k)/5$ and the ratio 1 : 2 in the Guyer–Krumhansl heat equation

When phonons in a crystal exchange momentum mostly among themselves, heat can flow somewhat like a viscous fluid, and the heat flux at a point depends on how the flux varies nearby. The Guyer–Krumhansl equation describes this with a nonlocal term proportional to $\nabla^2q+2\nabla(\nabla\cdot q)$, where $q$ is the heat flux. The same ratio 1 : 2 appears in a simple angular average, which is computed here.

Take phonons of a single speed, whose directional population departs from a uniform, isotropic equilibrium by $3\,n\cdot q$ in suitable units, where $n$ is the unit propagation direction. This departure carries flux $q$, because $3\langle(n\cdot q)n\rangle=q$ when $\langle\cdot\rangle$ averages over all directions. Acting twice with the streaming derivative $n\cdot\nabla$ on a plane wave of wavevector $k$ gives $-(n\cdot k)^2$. Up to sign, the flux of the result is the average in the title.

## Directions, average and symbol

```lean
import Mathlib

open Real Matrix

namespace GuyerKrumhansl

noncomputable section
```

This loads Mathlib and opens the notation for $\pi$ and for the dot product, written `⬝ᵥ`.

```lean
/-- The unit propagation direction with polar angle `t` and azimuth `p`. -/
def dir (t p : ℝ) : Fin 3 → ℝ := ![sin t * cos p, sin t * sin p, cos t]
```

A vector in $\mathbb R^3$ is a function `Fin 3 → ℝ`, with components numbered 0, 1, 2. Here $n=(\sin t\cos p,\ \sin t\sin p,\ \cos t)$, with polar angle $t$ and azimuth $p$.

```lean
/-- The average of `f` over all propagation directions. -/
def sphereAvg (f : (Fin 3 → ℝ) → ℝ) : ℝ :=
  1 / (4 * π) * ∫ t in (0 : ℝ)..π, ∫ p in (0 : ℝ)..(2 * π), f (dir t p) * sin t
```

This is the textbook average, $\langle f\rangle=\frac1{4\pi}\int_0^\pi\!\int_0^{2\pi}f(n)\sin t\,dp\,dt$.

A different model would use the normalised surface measure on the unit sphere. Rotation invariance would then be built in and could fix the form of the answer by symmetry, but a link to the angles would be needed to recover this double integral.

```lean
/-- The vector `3 ⟨(n·k)² (n·q) n⟩` for wavevector `k` and heat flux `q`. -/
def gkSymbol (k q : Fin 3 → ℝ) : Fin 3 → ℝ :=
  fun i => 3 * sphereAvg (fun n => (n ⬝ᵥ k) ^ 2 * (n ⬝ᵥ q) * n i)
```

Component $i$ of the symbol is $3\langle(n\cdot k)^2(n\cdot q)\,n_i\rangle$. The definition contains only the average, not its closed form. The flux amplitude is real; since the expression is linear in $q$, a complex amplitude can be treated through its real and imaginary parts.

## The two angular integrals

```lean
/-- A polynomial of degree at most five in the cosine of an angle. -/
def cosPoly (a b c d e f t : ℝ) : ℝ :=
  a + cos t * (b + cos t * (c + cos t * (d + cos t * (e + f * cos t))))
```

This is $a+b\cos t+c\cos^2t+d\cos^3t+e\cos^4t+f\cos^5t$ in nested form.

```lean
/-- The derivative of a polynomial in the cosine with respect to the angle. -/
theorem hasDerivAt_cosPoly (a b c d e f t : ℝ) :
    HasDerivAt (fun x => cosPoly a b c d e f x)
      (-sin t * (b + 2 * c * cos t + 3 * d * cos t ^ 2 + 4 * e * cos t ^ 3
        + 5 * f * cos t ^ 4)) t := by
  unfold cosPoly
  have h := Real.hasDerivAt_cos t
  have h1 := (h.const_mul f).const_add e
  have h2 := (h.fun_mul h1).const_add d
  have h3 := (h.fun_mul h2).const_add c
  have h4 := (h.fun_mul h3).const_add b
  exact ((h.fun_mul h4).const_add a).congr_deriv (by ring)
```

By the chain rule its derivative is $-\sin t\,(b+2c\cos t+3d\cos^2t+4e\cos^3t+5f\cos^4t)$. The proof applies the product rule from the innermost bracket outwards.

```lean
/-- The integral over the azimuth of a trigonometric polynomial of degree four. -/
theorem azimuth_integral (c0 c1 c2 c3 c4 d0 d1 d2 d3 : ℝ) :
    ∫ p in (0 : ℝ)..(2 * π), (c0 + c1 * cos p + c2 * cos p ^ 2 + c3 * cos p ^ 3
      + c4 * cos p ^ 4 + sin p * (d0 + d1 * cos p + d2 * cos p ^ 2 + d3 * cos p ^ 3))
      = 2 * π * (c0 + c2 / 2 + 3 * c4 / 8) := by
  -- an explicit antiderivative: a linear part plus periodic terms
  have hF : ∀ p : ℝ, HasDerivAt (fun x => (c0 + c2 / 2 + 3 * c4 / 8) * x
      + sin x * cosPoly (c1 + 2 * c3 / 3) (c2 / 2 + 3 * c4 / 8) (c3 / 3) (c4 / 4) 0 0 x
      + cosPoly 0 (-d0) (-d1 / 2) (-d2 / 3) (-d3 / 4) 0 x)
      (c0 + c1 * cos p + c2 * cos p ^ 2 + c3 * cos p ^ 3
      + c4 * cos p ^ 4 + sin p * (d0 + d1 * cos p + d2 * cos p ^ 2 + d3 * cos p ^ 3)) p := by
    intro p
    refine ((((hasDerivAt_id' p).const_mul _).fun_add ((Real.hasDerivAt_sin p).fun_mul
      (hasDerivAt_cosPoly _ _ _ _ _ _ p))).fun_add
      (hasDerivAt_cosPoly _ _ _ _ _ _ p)).congr_deriv ?_
    unfold cosPoly
    linear_combination (-(c2 / 2 + 3 * c4 / 8 + 2 * (c3 / 3) * cos p
      + 3 * (c4 / 4) * cos p ^ 2)) * Real.sin_sq_add_cos_sq p
  rw [intervalIntegral.integral_eq_sub_of_hasDerivAt (fun p _ => hF p)
    (by apply Continuous.intervalIntegrable; fun_prop)]
  simp only [cosPoly, Real.sin_two_pi, Real.cos_two_pi, Real.sin_zero, Real.cos_zero]
  ring
```

Over a full turn, $\cos^2p$ averages to $1/2$ and $\cos^4p$ to $3/8$. Odd powers of $\cos p$, and $\sin p$ times any power of $\cos p$, average to zero. With $m=c_0+c_2/2+3c_4/8$, an antiderivative is

$$mp+\sin p\left[c_1+\tfrac{2c_3}3+\left(\tfrac{c_2}2+\tfrac{3c_4}8\right)\cos p+\tfrac{c_3}3\cos^2p+\tfrac{c_4}4\cos^3p\right]-d_0\cos p-\tfrac{d_1}2\cos^2p-\tfrac{d_2}3\cos^3p-\tfrac{d_3}4\cos^4p.$$

Only $mp$ changes between $0$ and $2\pi$, which gives $2\pi m$.

The proof turns on `intervalIntegral.integral_eq_sub_of_hasDerivAt`, the fundamental theorem of calculus. Lean does not search for an antiderivative: we supply $F$, prove that it has the required derivative at each point, and show that this derivative is integrable, here by continuity. The integral then becomes $F(2\pi)-F(0)$. The differentiation rules produce a derivative in their own form; `congr_deriv` lets us replace it by the integrand once the two are proved equal, and `linear_combination` proves that using $\sin^2p+\cos^2p=1$.

```lean
/-- The integral over the polar angle of an even quartic form in `sin t` and `cos t`,
with the solid-angle weight `sin t`. -/
theorem polar_integral (u v w : ℝ) :
    ∫ t in (0 : ℝ)..π, sin t * (u * sin t ^ 4 + v * (sin t ^ 2 * cos t ^ 2) + w * cos t ^ 4)
      = 16 / 15 * u + 4 / 15 * v + 2 / 5 * w := by
  have hF : ∀ t : ℝ, HasDerivAt
      (fun x => cosPoly 0 (-u) 0 (2 * u / 3 - v / 3) 0 (-u / 5 + v / 5 - w / 5) x)
      (sin t * (u * sin t ^ 4 + v * (sin t ^ 2 * cos t ^ 2) + w * cos t ^ 4)) t := by
    intro t
    refine (hasDerivAt_cosPoly _ _ _ _ _ _ t).congr_deriv ?_
    have h2 : sin t ^ 2 = 1 - cos t ^ 2 := Real.sin_sq t
    have h4 : sin t ^ 4 = (1 - cos t ^ 2) ^ 2 := by rw [← h2]; ring
    rw [h4, h2]
    ring
  rw [intervalIntegral.integral_eq_sub_of_hasDerivAt (fun t _ => hF t)
    (by apply Continuous.intervalIntegrable; fun_prop)]
  simp only [cosPoly, Real.cos_pi, Real.cos_zero]
  ring
```

By hand, put $x=\cos t$:

$$\int_{-1}^1(1-x^2)^2dx=\tfrac{16}{15},\qquad\int_{-1}^1(1-x^2)x^2dx=\tfrac4{15},\qquad\int_{-1}^1x^4dx=\tfrac25.$$

Lean uses the corresponding antiderivative, a polynomial in $\cos t$, and the same theorem.

## Four projections averaged

```lean
/-- The fourth moment of an isotropic distribution of directions, contracted with four
arbitrary vectors. -/
theorem fourth_moment (a b c d : Fin 3 → ℝ) :
    sphereAvg (fun n => (n ⬝ᵥ a) * (n ⬝ᵥ b) * ((n ⬝ᵥ c) * (n ⬝ᵥ d)))
      = ((a ⬝ᵥ b) * (c ⬝ᵥ d) + (a ⬝ᵥ c) * (b ⬝ᵥ d) + (a ⬝ᵥ d) * (b ⬝ᵥ c)) / 15 := by
  -- two projections multiply to a quadratic trigonometric polynomial in the azimuth
  have pair : ∀ (x y : Fin 3 → ℝ) (t p : ℝ), (dir t p ⬝ᵥ x) * (dir t p ⬝ᵥ y)
      = (x 2 * y 2 * cos t ^ 2 + x 1 * y 1 * sin t ^ 2)
        + (x 0 * y 2 + x 2 * y 0) * (sin t * cos t) * cos p
        + (x 1 * y 2 + x 2 * y 1) * (sin t * cos t) * sin p
        + (x 0 * y 0 - x 1 * y 1) * sin t ^ 2 * cos p ^ 2
        + (x 0 * y 1 + x 1 * y 0) * sin t ^ 2 * (sin p * cos p) := by
    intro x y t p
    have e : ∀ z : Fin 3 → ℝ, dir t p ⬝ᵥ z
        = sin t * cos p * z 0 + sin t * sin p * z 1 + cos t * z 2 := by
      intro z
      simp [dir, dotProduct, Fin.sum_univ_three]
    rw [e, e]
    linear_combination (sin t ^ 2 * x 1 * y 1) * Real.sin_sq_add_cos_sq p
  have quad : ∀ A B C D E A' B' C' D' E' : ℝ, ∫ p in (0 : ℝ)..(2 * π),
      ((A + B * cos p + C * sin p + D * cos p ^ 2 + E * (sin p * cos p))
        * (A' + B' * cos p + C' * sin p + D' * cos p ^ 2 + E' * (sin p * cos p)))
      = 2 * π * (A * A' + (A * D' + D * A') / 2 + B * B' / 2 + C * C' / 2
        + 3 * (D * D') / 8 + E * E' / 8) := by
    intro A B C D E A' B' C' D' E'
    have h := azimuth_integral (A * A' + C * C') (A * B' + B * A' + C * E' + E * C')
      (A * D' + D * A' + B * B' - C * C' + E * E') (B * D' + D * B' - C * E' - E * C')
      (D * D' - E * E') (A * C' + C * A') (A * E' + E * A' + B * C' + C * B')
      (B * E' + E * B' + C * D' + D * C') (D * E' + E * D')
    refine Eq.trans (intervalIntegral.integral_congr fun p _ => ?_) (h.trans (by ring))
    linear_combination (C * C' + (C * E' + E * C') * cos p + E * E' * cos p ^ 2)
      * Real.sin_sq_add_cos_sq p
  have inner : ∀ t : ℝ, ∫ p in (0 : ℝ)..(2 * π),
      (dir t p ⬝ᵥ a) * (dir t p ⬝ᵥ b) * ((dir t p ⬝ᵥ c) * (dir t p ⬝ᵥ d)) * sin t
      = sin t * (2 * π * (a 1 * b 1 * (c 1 * d 1)
          + (a 1 * b 1 * (c 0 * d 0 - c 1 * d 1) + (a 0 * b 0 - a 1 * b 1) * (c 1 * d 1)) / 2
          + 3 * ((a 0 * b 0 - a 1 * b 1) * (c 0 * d 0 - c 1 * d 1)) / 8
          + (a 0 * b 1 + a 1 * b 0) * (c 0 * d 1 + c 1 * d 0) / 8) * sin t ^ 4
        + 2 * π * (a 2 * b 2 * (c 1 * d 1) + a 1 * b 1 * (c 2 * d 2)
          + (a 2 * b 2 * (c 0 * d 0 - c 1 * d 1) + (a 0 * b 0 - a 1 * b 1) * (c 2 * d 2)) / 2
          + (a 0 * b 2 + a 2 * b 0) * (c 0 * d 2 + c 2 * d 0) / 2
          + (a 1 * b 2 + a 2 * b 1) * (c 1 * d 2 + c 2 * d 1) / 2) * (sin t ^ 2 * cos t ^ 2)
        + 2 * π * (a 2 * b 2 * (c 2 * d 2)) * cos t ^ 4) := by
    intro t
    rw [intervalIntegral.integral_mul_const]
    simp only [pair]
    rw [quad]
    ring
  unfold sphereAvg
  simp only [inner]
  rw [polar_integral]
  simp only [dotProduct, Fin.sum_univ_three]
  have hpi : π ≠ 0 := Real.pi_ne_zero
  field_simp
  ring
```

For any four vectors,

$$\langle(n\cdot a)(n\cdot b)(n\cdot c)(n\cdot d)\rangle=\tfrac1{15}\left[(a\cdot b)(c\cdot d)+(a\cdot c)(b\cdot d)+(a\cdot d)(b\cdot c)\right].$$

Multiply two projections and replace $\sin^2p$ by $1-\cos^2p$. This is `pair`:

$$(n\cdot a)(n\cdot b)=A+B\cos p+C\sin p+D\cos^2p+E\sin p\cos p,$$

where

- $A=a_2b_2\cos^2t+a_1b_1\sin^2t$
- $B=(a_0b_2+a_2b_0)\sin t\cos t$
- $C=(a_1b_2+a_2b_1)\sin t\cos t$
- $D=(a_0b_0-a_1b_1)\sin^2t$
- $E=(a_0b_1+a_1b_0)\sin^2t$

Let primes denote the same coefficients for $c,d$. The azimuthal integral of the product, `quad`, is

$$2\pi\left[AA'+\tfrac{AD'+DA'}2+\tfrac{BB'+CC'}2+\tfrac{3DD'}8+\tfrac{EE'}8\right].$$

In `inner` this is sorted as $2\pi(u\sin^4t+v\sin^2t\cos^2t+w\cos^4t)$, with the weight $\sin t$ in front. The polar integral and the prefactor $1/(4\pi)$ turn it into $(8u+2v+3w)/15$. Inserting the coefficients gives

$$8u+2v+3w=3\sum_ia_ib_ic_id_i+\sum_{i\ne j}\left(a_ib_ic_jd_j+a_ib_jc_id_j+a_ib_jc_jd_i\right).$$

Giving one copy of the first sum to each of the other three completes the three products of dot products. In Lean, `field_simp` cancels $\pi$ and `ring` does this collection.

## The symbol and its two polarisations

```lean
/-- Closed form of the angular average that defines `gkSymbol`: `3 ⟨(n·k)² (n·q) n⟩ = (|k|² q + 2
(k·q) k) / 5`. -/
theorem gkSymbol_eq (k q : Fin 3 → ℝ) :
    gkSymbol k q = (1 / 5 : ℝ) • ((k ⬝ᵥ k) • q + (2 * (k ⬝ᵥ q)) • k) := by
  funext i
  -- the component along axis `i` is the projection on a Cartesian unit vector
  have e : ∀ v : Fin 3 → ℝ, v ⬝ᵥ Pi.single i (1 : ℝ) = v i := fun v => by simp
  have h := fourth_moment k k q (Pi.single i 1)
  simp only [e] at h
  have hf : (fun n : Fin 3 → ℝ => (n ⬝ᵥ k) ^ 2 * (n ⬝ᵥ q) * n i)
      = fun n => (n ⬝ᵥ k) * (n ⬝ᵥ k) * ((n ⬝ᵥ q) * n i) := by
    funext n
    ring
  simp only [gkSymbol, Pi.smul_apply, Pi.add_apply, smul_eq_mul]
  rw [hf, h]
  ring
```

Set $a=b=k$, $c=q$ and $d=e_i$, the Cartesian unit vector written `Pi.single i 1`. Since $n\cdot e_i=n_i$,

$$3\langle(n\cdot k)^2(n\cdot q)n_i\rangle=\tfrac3{15}\left[|k|^2q_i+2(k\cdot q)k_i\right],$$

which is the claim. The code writes $|k|^2$ as `k ⬝ᵥ k`, because Mathlib's norm on `Fin 3 → ℝ` is the largest absolute component, not the Euclidean length.

With $\nabla\to ik$, the operator $\nabla^2q+2\nabla(\nabla\cdot q)$ becomes $-(|k|^2q+2(k\cdot q)k)$, which has the same ratio 1 : 2. The theorem concerns the angular average; the heat equation, its relaxation times and its boundary conditions are not derived from phonon kinetics here. Such a derivation can change the ratio. Up to a factor $i$, streaming the departure $3\,n\cdot q$ once gives $3(n\cdot k)(n\cdot q)$, whose isotropic part $k\cdot q$ is a change of energy density. Collisions that conserve energy do not relax this part, and removing it before streaming again subtracts $(k\cdot q)k/3$ from the average, leaving $(|k|^2q+\tfrac13(k\cdot q)k)/5$. The average computed here keeps that part.

```lean
/-- A heat flux transverse to the wavevector is multiplied by `|k|² / 5`. -/
theorem gkSymbol_transverse (k q : Fin 3 → ℝ) (h : k ⬝ᵥ q = 0) :
    gkSymbol k q = ((k ⬝ᵥ k) / 5) • q := by
  rw [gkSymbol_eq, h]
  module
```

If $k\cdot q=0$, the second term vanishes and $q$ is multiplied by $|k|^2/5$.

```lean
/-- A heat flux parallel to the wavevector is multiplied by `3 |k|² / 5`. -/
theorem gkSymbol_longitudinal (k : Fin 3 → ℝ) (c : ℝ) :
    gkSymbol k (c • k) = (3 * (k ⬝ᵥ k) / 5) • (c • k) := by
  rw [gkSymbol_eq, dotProduct_smul, smul_eq_mul]
  module
```

If $q=ck$ with a real number $c$, then $2(k\cdot q)k=2|k|^2q$, so the factor is $3|k|^2/5$. A nonlocal term with the ratio 1 : 2 therefore acts three times as strongly on longitudinal flux as on transverse flux of the same wavelength.

```lean
/-- The quadratic form of the symbol lies between `|k|² |q|² / 5` and `3 |k|² |q|² / 5`. -/
theorem gkSymbol_bounds (k q : Fin 3 → ℝ) :
    (k ⬝ᵥ k) * (q ⬝ᵥ q) / 5 ≤ q ⬝ᵥ gkSymbol k q ∧
      q ⬝ᵥ gkSymbol k q ≤ 3 * ((k ⬝ᵥ k) * (q ⬝ᵥ q)) / 5 := by
  have h : q ⬝ᵥ gkSymbol k q = ((k ⬝ᵥ k) * (q ⬝ᵥ q) + 2 * (k ⬝ᵥ q) ^ 2) / 5 := by
    rw [gkSymbol_eq]
    simp only [dotProduct, Fin.sum_univ_three, Pi.smul_apply, Pi.add_apply, smul_eq_mul]
    ring
  -- Cauchy-Schwarz from the Lagrange identity
  have cs : (k ⬝ᵥ q) ^ 2 ≤ (k ⬝ᵥ k) * (q ⬝ᵥ q) := by
    simp only [dotProduct, Fin.sum_univ_three]
    nlinarith [sq_nonneg (k 0 * q 1 - k 1 * q 0), sq_nonneg (k 0 * q 2 - k 2 * q 0),
      sq_nonneg (k 1 * q 2 - k 2 * q 1)]
  rw [h]
  constructor
  · linarith [sq_nonneg (k ⬝ᵥ q)]
  · linarith

end

end GuyerKrumhansl
```

For a general flux, dotting the symbol with $q$ gives $(|k|^2|q|^2+2(k\cdot q)^2)/5$. The lower bound follows from $(k\cdot q)^2\ge0$, the upper from the Cauchy–Schwarz inequality $(k\cdot q)^2\le|k|^2|q|^2$. The latter comes from Lagrange's identity,

$$|k|^2|q|^2-(k\cdot q)^2=\sum_{i<j}(k_iq_j-k_jq_i)^2,$$

whose three squares are handed to `nlinarith`.

```lean
#print axioms GuyerKrumhansl.gkSymbol_eq
-- 'GuyerKrumhansl.gkSymbol_eq' depends on axioms: [propext, Classical.choice, Quot.sound]
#print axioms GuyerKrumhansl.gkSymbol_transverse
-- 'GuyerKrumhansl.gkSymbol_transverse' depends on axioms: [propext, Classical.choice, Quot.sound]
#print axioms GuyerKrumhansl.gkSymbol_longitudinal
-- 'GuyerKrumhansl.gkSymbol_longitudinal' depends on axioms: [propext, Classical.choice, Quot.sound]
#print axioms GuyerKrumhansl.gkSymbol_bounds
-- 'GuyerKrumhansl.gkSymbol_bounds' depends on axioms: [propext, Classical.choice, Quot.sound]
```
